# A twice differentiable isotropic band has equal velocity and curvature masses at every k > 0 exactly when E = a + bk²

If I take an effective mass from the curvature of a nonparabolic band and then use it in $v = k/m$, I generally get the wrong group velocity. The mass that gives the velocity has inverse $E'(k)/k$, whereas the curvature along $k$ gives the inverse mass $E''(k)$ (with $\hbar = 1$). I believe the two inverse masses agree at every $k > 0$ only for $E(k) = a + bk^2$. Can this be made rigorous and machine-checked, without assuming that $E''$ is continuous?

## Equal masses make $E'/k$ constant

Yes. Write $M(k) = E'(k)/k$ for the inverse velocity mass. By the quotient rule,

$$M'(k) = \frac{kE''(k) - E'(k)}{k^2} = \frac{E''(k) - M(k)}{k}.$$

If the masses agree at every $k > 0$, then $M' = 0$ on the half line, so $M$ is a constant, which we call $2b$. Hence $E'(k) = 2bk$, and

$$\frac{d}{dk}\bigl(E(k) - bk^2\bigr) = 2bk - 2bk = 0.$$

So $E(k) - bk^2$ is a constant $a$. Conversely, $E = a + bk^2$ gives $E' = 2bk$ and $E'' = 2b$, and both inverse masses equal $2b$. Only the existence of $E''$ was used.

The velocity mass is also a curvature mass, for the direction transverse to the wave vector. With a transverse component $t$, the wave number is $q(t) = \sqrt{k^2+t^2}$, and $q'(t) = t/q(t)$. Therefore

$$\frac{d}{dt}E(q(t)) = E'(q(t))\,\frac{t}{q(t)} = t\,M(q(t)).$$

Differentiating once more at $t = 0$ leaves $M(k)$, because the other term of the product rule carries a factor $t$.

## The Kane band separates the two masses

Take $\alpha, m > 0$, and set $g = \sqrt{1+2\alpha k^2/m}$ and $E = (g-1)/(2\alpha)$. Here $m$ is the band-edge mass and $\alpha$ measures the nonparabolicity; in the simplest two-band model, with the free-electron term neglected, $\alpha$ is the inverse gap. Since $1 + \alpha E = (g+1)/2$,

$$E(1+\alpha E) = \frac{g^2-1}{4\alpha} = \frac{k^2}{2m}.$$

From $g' = 2\alpha k/(mg)$ we get $E' = k/(mg)$, and then

$$\frac{E'}{k} = \frac{1}{mg}, \qquad E'' = \frac{1}{mg} - \frac{2\alpha k^2}{m^2g^3} = \frac{g^2 - 2\alpha k^2/m}{mg^3} = \frac{1}{mg^3}.$$

Here $g = 1+2\alpha E > 1$ for $k > 0$, so the inverse curvature mass is strictly smaller. Taking $v = kE''(k)$ in place of $v = E'(k)$ underestimates the velocity by a factor $(1+2\alpha E)^2$.

Here is the Lean file.

```lean
import Mathlib

open Set Filter Topology

namespace BandNonparabolicity

noncomputable section

/-- The inverse velocity mass `E'(k)/k` of an isotropic band, in units with `ħ = 1`. -/
def invVelocityMass (E : ℝ → ℝ) (k : ℝ) : ℝ := deriv E k / k

/-- The inverse curvature mass `E''(k)` of an isotropic band, in units with `ħ = 1`. -/
def invCurvatureMass (E : ℝ → ℝ) (k : ℝ) : ℝ := deriv (deriv E) k

/-- The dispersion `E` is twice differentiable at every wave number in `s`. -/
def TwiceDifferentiable (E : ℝ → ℝ) (s : Set ℝ) : Prop :=
  ∀ k ∈ s, DifferentiableAt ℝ E k ∧ DifferentiableAt ℝ (deriv E) k

/-- At any `k > 0` where `E'` is differentiable, the inverse velocity mass changes with `k` at a
rate equal to the difference of the inverse curvature and velocity masses, divided by `k`. -/
theorem hasDerivAt_invVelocityMass {E : ℝ → ℝ} {k : ℝ} (hk : 0 < k)
    (hE : DifferentiableAt ℝ (deriv E) k) :
    HasDerivAt (invVelocityMass E) ((invCurvatureMass E k - invVelocityMass E k) / k) k := by
  have hk0 : k ≠ 0 := hk.ne'
  have h : HasDerivAt (fun q => deriv E q / q)
      ((deriv (deriv E) k * k - deriv E k * 1) / k ^ 2) k :=
    hE.hasDerivAt.fun_div (hasDerivAt_id' k) hk0
  refine HasDerivAt.congr_deriv h ?_
  unfold invCurvatureMass invVelocityMass
  field_simp

/-- For a band twice differentiable at every positive wave number, the second derivative of the
energy at `k > 0` in a direction transverse to the wave vector is the inverse velocity mass. -/
theorem transverse_curvature {E : ℝ → ℝ} (hE : TwiceDifferentiable E (Ioi 0))
    {k : ℝ} (hk : 0 < k) :
    HasDerivAt (deriv (fun t : ℝ => E (√(k ^ 2 + t ^ 2)))) (invVelocityMass E k) 0 := by
  have hpos : ∀ t : ℝ, 0 < √(k ^ 2 + t ^ 2) := fun t => Real.sqrt_pos.2 (by positivity)
  -- the length of the wave vector as a function of its transverse component
  have hs : ∀ t : ℝ, HasDerivAt (fun t : ℝ => √(k ^ 2 + t ^ 2)) (t / √(k ^ 2 + t ^ 2)) t := by
    intro t
    have h1 : HasDerivAt (fun t : ℝ => k ^ 2 + t ^ 2) (2 * t) t :=
      ((hasDerivAt_pow 2 t).const_add (k ^ 2)).congr_deriv (by norm_num)
    have hne : k ^ 2 + t ^ 2 ≠ 0 := by positivity
    exact (h1.sqrt hne).congr_deriv (mul_div_mul_left _ _ two_ne_zero)
  have hd : deriv (fun t : ℝ => E (√(k ^ 2 + t ^ 2))) =
      fun t => t * invVelocityMass E (√(k ^ 2 + t ^ 2)) := by
    funext t
    have h2 : HasDerivAt (fun t : ℝ => E (√(k ^ 2 + t ^ 2)))
        (deriv E (√(k ^ 2 + t ^ 2)) * (t / √(k ^ 2 + t ^ 2))) t :=
      HasDerivAt.comp t (hE _ (hpos t)).1.hasDerivAt (hs t)
    rw [h2.deriv]
    unfold invVelocityMass
    ring
  rw [hd]
  have h3 : HasDerivAt (fun t : ℝ => invVelocityMass E (√(k ^ 2 + t ^ 2))) _ 0 :=
    HasDerivAt.comp (0 : ℝ) (hasDerivAt_invVelocityMass (hpos 0) (hE _ (hpos 0)).2) (hs 0)
  refine ((hasDerivAt_id' (0 : ℝ)).fun_mul h3).congr_deriv ?_
  simp [Real.sqrt_sq hk.le]

/-- On an open connected window of positive wave numbers, the velocity and curvature masses of a
band twice differentiable there agree everywhere exactly when the band is parabolic in that window.
-/
theorem masses_agree_on_window_iff {E : ℝ → ℝ} {s : Set ℝ} (hs : IsOpen s)
    (hc : IsPreconnected s) (hpos : s ⊆ Ioi 0) (hE : TwiceDifferentiable E s) :
    (∀ k ∈ s, invVelocityMass E k = invCurvatureMass E k) ↔
      ∃ a b : ℝ, ∀ k ∈ s, E k = a + b * k ^ 2 := by
  constructor
  · intro h
    rcases s.eq_empty_or_nonempty with he | ⟨p, hp⟩
    · exact ⟨0, 0, fun k hk => by simp [he] at hk⟩
    -- equal masses make the velocity mass independent of `k`
    have hM : ∀ k ∈ s, HasDerivAt (invVelocityMass E) 0 k := fun k hk =>
      (hasDerivAt_invVelocityMass (hpos hk) (hE k hk).2).congr_deriv (by simp [h k hk])
    have hconst : ∀ k ∈ s, invVelocityMass E k = invVelocityMass E p := fun k hk =>
      hs.is_const_of_deriv_eq_zero hc
        (fun q hq => (hM q hq).differentiableAt.differentiableWithinAt)
        (fun q hq => (hM q hq).deriv) hk hp
    -- subtracting the parabola leaves a constant
    have hF : ∀ k ∈ s,
        HasDerivAt (fun q => E q - invVelocityMass E p / 2 * q ^ 2) 0 k := by
      intro k hk
      have hk0 : k ≠ 0 := (show 0 < k from hpos hk).ne'
      have hv : deriv E k = invVelocityMass E p * k := by
        rw [← hconst k hk]
        exact (div_mul_cancel₀ _ hk0).symm
      refine ((hE k hk).1.hasDerivAt.fun_sub
        ((hasDerivAt_pow 2 k).const_mul (invVelocityMass E p / 2))).congr_deriv ?_
      rw [hv]
      norm_num
      ring
    refine ⟨E p - invVelocityMass E p / 2 * p ^ 2, invVelocityMass E p / 2, fun k hk => ?_⟩
    have h4 : E k - invVelocityMass E p / 2 * k ^ 2
        = E p - invVelocityMass E p / 2 * p ^ 2 :=
      hs.is_const_of_deriv_eq_zero hc
        (fun q hq => (hF q hq).differentiableAt.differentiableWithinAt)
        (fun q hq => (hF q hq).deriv) hk hp
    linarith
  · rintro ⟨a, b, h⟩ k hk
    have h1 : ∀ q ∈ s, deriv E q = 2 * b * q := by
      intro q hq
      have he : E =ᶠ[𝓝 q] fun x => a + b * x ^ 2 :=
        Filter.eventually_of_mem (hs.mem_nhds hq) h
      have hd : HasDerivAt (fun x : ℝ => a + b * x ^ 2) (2 * b * q) q :=
        (((hasDerivAt_pow 2 q).const_mul b).const_add a).congr_deriv (by norm_num; ring)
      rw [he.deriv_eq, hd.deriv]
    have he : deriv E =ᶠ[𝓝 k] fun x => 2 * b * x :=
      Filter.eventually_of_mem (hs.mem_nhds hk) h1
    have hd : HasDerivAt (fun x : ℝ => 2 * b * x) (2 * b) k :=
      ((hasDerivAt_id' k).const_mul (2 * b)).congr_deriv (mul_one _)
    have hk0 : k ≠ 0 := (show 0 < k from hpos hk).ne'
    unfold invVelocityMass invCurvatureMass
    rw [he.deriv_eq, hd.deriv, h1 k hk, mul_div_cancel_right₀ _ hk0]

/-- The velocity and curvature masses of a twice differentiable band agree at every `k > 0`
exactly when `E(k) = a + b k²` for all `k > 0`. -/
theorem masses_agree_iff_parabolic {E : ℝ → ℝ} (hE : TwiceDifferentiable E (Ioi 0)) :
    (∀ k > 0, invVelocityMass E k = invCurvatureMass E k) ↔
      ∃ a b : ℝ, ∀ k > 0, E k = a + b * k ^ 2 :=
  masses_agree_on_window_iff isOpen_Ioi isPreconnected_Ioi Subset.rfl hE

/-- The Kane band with band-edge mass `m` and nonparabolicity `α`, for `α, m > 0`. -/
def kaneEnergy (α m k : ℝ) : ℝ := (√(1 + 2 * α * k ^ 2 / m) - 1) / (2 * α)

/-- The Kane band satisfies `E (1 + α E) = k² / (2m)`. -/
theorem kane_relation {α m : ℝ} (hα : 0 < α) (hm : 0 < m) (k : ℝ) :
    kaneEnergy α m k * (1 + α * kaneEnergy α m k) = k ^ 2 / (2 * m) := by
  have hsq : √(1 + 2 * α * k ^ 2 / m) ^ 2 = 1 + 2 * α * k ^ 2 / m :=
    Real.sq_sqrt (by positivity)
  unfold kaneEnergy
  generalize √(1 + 2 * α * k ^ 2 / m) = g at hsq ⊢
  have h1 : (g - 1) / (2 * α) * (1 + α * ((g - 1) / (2 * α))) = (g ^ 2 - 1) / (4 * α) := by
    field_simp
    ring
  rw [h1, hsq]
  field_simp
  ring

/-- For `α, m, k > 0`, the inverse velocity mass of the Kane band is `1/(m(1+2αE))` and the inverse
curvature mass is `1/(m(1+2αE)³)`. -/
theorem kane_masses {α m k : ℝ} (hα : 0 < α) (hm : 0 < m) (hk : 0 < k) :
    invVelocityMass (kaneEnergy α m) k = 1 / (m * (1 + 2 * α * kaneEnergy α m k)) ∧
    invCurvatureMass (kaneEnergy α m) k = 1 / (m * (1 + 2 * α * kaneEnergy α m k) ^ 3) := by
  obtain ⟨g, hg⟩ : ∃ g : ℝ → ℝ, g = fun q => √(1 + 2 * α * q ^ 2 / m) := ⟨_, rfl⟩
  have hpos : ∀ q, 0 < g q := fun q => by rw [hg]; exact Real.sqrt_pos.2 (by positivity)
  have hE : kaneEnergy α m = fun q => (g q - 1) / (2 * α) := by rw [hg]; rfl
  have hgd : ∀ q, HasDerivAt g (2 * α * q / (m * g q)) q := by
    intro q
    have h1 : HasDerivAt (fun q : ℝ => 1 + 2 * α * q ^ 2 / m) (2 * (2 * α * q / m)) q :=
      ((((hasDerivAt_pow 2 q).const_mul (2 * α)).div_const m).const_add 1).congr_deriv
        (by norm_num; ring)
    have hne : 1 + 2 * α * q ^ 2 / m ≠ 0 := by positivity
    have h2 := h1.sqrt hne
    rw [hg]
    exact h2.congr_deriv (by rw [mul_div_mul_left _ _ two_ne_zero, div_div])
  -- the group velocity
  have hv : deriv (kaneEnergy α m) = fun q => q / (m * g q) := by
    funext q
    have h0 := (hpos q).ne'
    rw [hE, (((hgd q).sub_const 1).div_const (2 * α)).deriv]
    field_simp
  have h0 : g k ≠ 0 := (hpos k).ne'
  have hfac : 1 + 2 * α * kaneEnergy α m k = g k := by
    rw [hE]
    field_simp
    ring
  have hsq : 2 * α * k ^ 2 = m * (g k ^ 2 - 1) := by
    have h1 : g k ^ 2 = 1 + 2 * α * k ^ 2 / m := by
      rw [hg]; exact Real.sq_sqrt (by positivity)
    rw [h1]
    field_simp
    ring
  rw [hfac]
  unfold invVelocityMass invCurvatureMass
  rw [hv]
  constructor
  · field_simp
  · have hne : m * g k ≠ 0 := mul_ne_zero hm.ne' h0
    rw [((hasDerivAt_id' k).fun_div ((hgd k).const_mul m) hne).deriv]
    have h1 : k * (m * (2 * α * k / (m * g k))) = m * (g k ^ 2 - 1) / g k := by
      rw [← hsq]
      field_simp
    rw [h1]
    field_simp
    ring

/-- At every `k > 0` the inverse curvature mass of the Kane band is strictly smaller than its
inverse velocity mass. -/
theorem kane_masses_differ {α m k : ℝ} (hα : 0 < α) (hm : 0 < m) (hk : 0 < k) :
    invCurvatureMass (kaneEnergy α m) k < invVelocityMass (kaneEnergy α m) k := by
  have hE : 0 < kaneEnergy α m k := by
    have h1 : 1 < √(1 + 2 * α * k ^ 2 / m) := by
      rw [Real.lt_sqrt (by norm_num)]
      have : 0 < 2 * α * k ^ 2 / m := by positivity
      linarith
    exact div_pos (by linarith) (by positivity)
  rw [(kane_masses hα hm hk).1, (kane_masses hα hm hk).2]
  have hx : 0 < 2 * α * kaneEnergy α m k := by positivity
  generalize 2 * α * kaneEnergy α m k = x at hx ⊢
  apply one_div_lt_one_div_of_lt (by positivity)
  apply mul_lt_mul_of_pos_left _ hm
  nlinarith [pow_pos hx 2, pow_pos hx 3]

end

end BandNonparabolicity
```

```lean
#print axioms BandNonparabolicity.transverse_curvature
#print axioms BandNonparabolicity.masses_agree_iff_parabolic
#print axioms BandNonparabolicity.kane_relation
#print axioms BandNonparabolicity.kane_masses_differ
```

```
'BandNonparabolicity.transverse_curvature' depends on axioms: [propext, Classical.choice, Quot.sound]
'BandNonparabolicity.masses_agree_iff_parabolic' depends on axioms: [propext, Classical.choice, Quot.sound]
'BandNonparabolicity.kane_relation' depends on axioms: [propext, Classical.choice, Quot.sound]
'BandNonparabolicity.kane_masses_differ' depends on axioms: [propext, Classical.choice, Quot.sound]
```

## What the Lean statements say about a band

The dispersion is a function `E : ℝ → ℝ`, and `invVelocityMass E k` and `invCurvatureMass E k` are $E'(k)/k$ and $E''(k)$. With $\hbar$ restored, both are divided by $\hbar^2$. Working with inverse masses admits flat bands ($b = 0$) and hole-like bands ($b < 0$) without special treatment.

`TwiceDifferentiable E (Ioi 0)` says that $E$ and $E'$ are differentiable at every $k > 0$. This hypothesis matters because Lean's `deriv` returns 0 where no derivative exists, so a step function would otherwise count as having equal masses.

`masses_agree_iff_parabolic` is the equivalence on the half line. `masses_agree_on_window_iff` gives it on any open connected set `s` of positive wave numbers, which suits a band known only over a limited range. Agreement is required throughout the window: at a single $k$ it says only that $E'/k$ is stationary there.

The model is a single isotropic band. Warping, anisotropy and the point $k = 0$ are not treated, nor is there an estimate of how nearly parabolic a band must be when its masses nearly agree. Within this isotropic one-band model, the result tells someone fitting a computed band structure that one mass can serve for both velocity and curvature over a whole $k$ range only if the band is $a + bk^2$ there, a parabola centred at $k = 0$ with no linear term.

A different model would make $E$ a radial function of a wave vector in three dimensions and use its full inverse mass tensor. Then $E''$ would be the longitudinal eigenvalue and $E'/k$ the transverse one, and equal masses would mean that the tensor is a multiple of the identity. The physics would be more visible, at the cost of second derivatives in several variables; `transverse_curvature` supplies that link with one-variable calculus.

## How the proof follows the calculus

`hasDerivAt_invVelocityMass` is the formula for $M'$: `fun_div` applies the quotient rule and `field_simp` rearranges the result. `transverse_curvature` differentiates the square root in `hs`, obtains $t\,M(q(t))$ in `hd`, and finishes with the product rule at $t = 0$.

In `masses_agree_on_window_iff`, the forward direction first disposes of an empty window, then picks a reference wave number `p`. The step `hM` gives $M' = 0$, and `hconst` turns this into $M(k) = M(p)$ through `is_const_of_deriv_eq_zero`, where connectedness enters. The step `hF` shows that $E - bk^2$ has zero derivative, with $b = M(p)/2$, and the same constancy lemma yields $a = E(p) - bp^2$.

For the converse, openness ensures that $E$ equals the parabola in a neighbourhood of each point, so their derivatives agree as well. The half-line theorem is the case `s = Ioi 0`.

For the Kane band, `kane_relation` replaces the square root by `g` and uses only its square. In `kane_masses`, `hv` is the group velocity $k/(mg)$, `hfac` is $1+2\alpha E = g$, and `hsq` is the identity that simplifies $E''$. Finally, `kane_masses_differ` shows $E > 0$, sets $x = 2\alpha E$, and reduces the strict inequality to $1+x < (1+x)^3$, which `nlinarith` proves.
